# With linear Rashba and Dresselhaus couplings both nonzero, the lower band of an electron in a [001] quantum well has exactly two minima, at opposite wavevectors

**Q:** An electron confined to a plane has two spin-orbit couplings linear in its wavevector, and I want to know where its energy is lowest. Do you take the lower band as a given formula, or does it come from a spin Hamiltonian? A formula alone would leave me wondering whose energy is being minimised.

**A:** It comes from a Hamiltonian, written as an explicit $2\times2$ complex matrix. With $\hbar=1$ and $k^2=k_x^2+k_y^2$,

$$H=\frac{k^2}{2m}+\alpha(k_y\sigma_x-k_x\sigma_y)+\beta(k_x\sigma_x-k_y\sigma_y).$$

Here $m$ is the effective mass without spin-orbit coupling. The Rashba constant $\alpha$ stands for the asymmetry of the confining structure, and the Dresselhaus constant $\beta$ for the missing inversion centre of the crystal. The form of the $\beta$ term fixes the axes along the cubic directions of a well grown along [001].

```lean
import Mathlib

open Matrix

namespace SpinOrbitValleys

noncomputable section

/-- The Pauli matrix `σx`. -/
def pauliX : Matrix (Fin 2) (Fin 2) ℂ := !![0, 1; 1, 0]

/-- The Pauli matrix `σy`. -/
def pauliY : Matrix (Fin 2) (Fin 2) ℂ := !![0, -Complex.I; Complex.I, 0]

/-- The Hamiltonian `k²/(2m) + α (ky σx - kx σy) + β (kx σx - ky σy)`, for `m ≠ 0`. -/
def hamiltonian (m α β : ℝ) (k : ℝ × ℝ) : Matrix (Fin 2) (Fin 2) ℂ :=
  (((k.1 ^ 2 + k.2 ^ 2) / (2 * m) : ℝ) : ℂ) • (1 : Matrix (Fin 2) (Fin 2) ℂ)
    + (α : ℂ) • ((k.2 : ℂ) • pauliX - (k.1 : ℂ) • pauliY)
    + (β : ℂ) • ((k.1 : ℂ) • pauliX - (k.2 : ℂ) • pauliY)
```

**Q:** And the bands?

**A:** Collect the Pauli matrices: $\sigma_x$ has coefficient $\alpha k_y+\beta k_x$, and $\sigma_y$ has $-(\alpha k_x+\beta k_y)$. The spin part therefore has eigenvalues $\pm S$, where

$$S^2=(\alpha k_y+\beta k_x)^2+(\alpha k_x+\beta k_y)^2=(\alpha^2+\beta^2)k^2+4\alpha\beta k_xk_y,$$

and the bands are $E_\pm=k^2/(2m)\pm S$ with $S\ge0$.

In Lean a wavevector is a pair `k : ℝ × ℝ`, with `k.1` for $k_x$ and `k.2` for $k_y$. Its Euclidean length is `wavenumber`, defined separately because Mathlib's norm on a pair is the larger of the two absolute values. Note that `splitting` is $S$, half the energy difference between the bands.

```lean
/-- The length of the wavevector. -/
def wavenumber (k : ℝ × ℝ) : ℝ := √(k.1 ^ 2 + k.2 ^ 2)

/-- Half the spin splitting at wavevector `k`. -/
def splitting (α β : ℝ) (k : ℝ × ℝ) : ℝ :=
  √((α ^ 2 + β ^ 2) * (k.1 ^ 2 + k.2 ^ 2) + 4 * α * β * k.1 * k.2)

/-- The lower energy branch, for `m ≠ 0`. -/
def lowerBranch (m α β : ℝ) (k : ℝ × ℝ) : ℝ :=
  (k.1 ^ 2 + k.2 ^ 2) / (2 * m) - splitting α β k

/-- The upper energy branch, for `m ≠ 0`. -/
def upperBranch (m α β : ℝ) (k : ℝ × ℝ) : ℝ :=
  (k.1 ^ 2 + k.2 ^ 2) / (2 * m) + splitting α β k
```

**Q:** Where do you expect the minima?

**A:** At distance $m(|\alpha|+|\beta|)$ from the origin, on the line $k_x=s\,k_y$ with $s=\mathrm{sign}(\alpha\beta)$. The definition `valley` names one of the two points; the other is its negative.

```lean
/-- The wavevector with `ky > 0` at distance `m (|α| + |β|)` from the origin on the line
`kx = sign(αβ) ky`, for `m > 0` and `αβ ≠ 0`. -/
def valley (m α β : ℝ) : ℝ × ℝ :=
  (Real.sign (α * β) * (m * (|α| + |β|)) / √2, m * (|α| + |β|) / √2)
```

**Q:** So far `lowerBranch` is still a formula beside a matrix. What ties them together?

**A:** The secular determinant:

$$\det(H-E)=\left(\frac{k^2}{2m}-E\right)^2-S^2=(E-E_-)(E-E_+).$$

The first lemma below establishes $S^2$ as the quadratic form; the square root needs a nonnegative argument, and `nlinarith` gets that from the two squares above. The second expands the determinant for every complex $E$, and `linear_combination` closes it using $S^2$ and $i^2=-1$. The two branches are thus the eigenvalues of $H$, and $S\ge0$ makes `lowerBranch` the lower one.

```lean
/-- The square of the half splitting is a quadratic form in the wavevector. -/
theorem splitting_sq (α β : ℝ) (k : ℝ × ℝ) : splitting α β k ^ 2 =
    (α ^ 2 + β ^ 2) * (k.1 ^ 2 + k.2 ^ 2) + 4 * α * β * k.1 * k.2 := by
  apply Real.sq_sqrt
  nlinarith [sq_nonneg (α * k.2 + β * k.1), sq_nonneg (α * k.1 + β * k.2)]

/-- The secular determinant of the Hamiltonian factors into the lower and upper branches. -/
theorem secular_determinant (m α β : ℝ) (k : ℝ × ℝ) (E : ℂ) :
    (hamiltonian m α β k - E • (1 : Matrix (Fin 2) (Fin 2) ℂ)).det =
      (E - lowerBranch m α β k) * (E - upperBranch m α β k) := by
  have hS : (splitting α β k : ℂ) ^ 2 =
      (α ^ 2 + β ^ 2) * (k.1 ^ 2 + k.2 ^ 2) + 4 * α * β * k.1 * k.2 := by
    exact_mod_cast splitting_sq α β k
  simp only [Matrix.det_fin_two, hamiltonian, pauliX, pauliY, lowerBranch, upperBranch]
  simp
  linear_combination hS + ((α : ℂ) * k.1 + β * k.2) ^ 2 * Complex.I_sq
```

**Q:** Now the minimum. Differentiating a square root in two variables looks unpleasant.

**A:** No derivative is needed. Put $A=|\alpha|+|\beta|$. For nonzero couplings $s^2=1$ and $s|\alpha||\beta|=\alpha\beta$, so

$$A^2k^2-S^2=2|\alpha\beta|(k_x^2+k_y^2)-4\alpha\beta k_xk_y=2|\alpha\beta|(k_x-s\,k_y)^2.$$

Hence $S\le A\kappa$, where $\kappa=\sqrt{k_x^2+k_y^2}$, with equality exactly on the line $k_x=s\,k_y$. The lemma `sign_facts` treats the two signs of $\alpha\beta$ separately, and `splitting_gap` is the displayed identity.

```lean
/-- For nonzero couplings the sign of `αβ` squares to one and turns `|α||β|` into `αβ`. -/
theorem sign_facts {α β : ℝ} (hα : α ≠ 0) (hβ : β ≠ 0) :
    Real.sign (α * β) ^ 2 = 1 ∧ Real.sign (α * β) * (|α| * |β|) = α * β := by
  rw [← abs_mul]
  rcases lt_or_gt_of_ne (mul_ne_zero hα hβ) with h | h
  · rw [Real.sign_of_neg h, abs_of_neg h]
    constructor <;> ring
  · rw [Real.sign_of_pos h, abs_of_pos h]
    constructor <;> ring

/-- For nonzero couplings, the squared half splitting falls short of `(|α| + |β|)² k²` by a
multiple of the squared deviation from the line `kx = sign(αβ) ky`. -/
theorem splitting_gap {α β : ℝ} (hα : α ≠ 0) (hβ : β ≠ 0) (k : ℝ × ℝ) :
    ((|α| + |β|) * wavenumber k) ^ 2 - splitting α β k ^ 2 =
      2 * (|α| * |β|) * (k.1 - Real.sign (α * β) * k.2) ^ 2 := by
  obtain ⟨hs, hp⟩ := sign_facts hα hβ
  have hκ : wavenumber k ^ 2 = k.1 ^ 2 + k.2 ^ 2 := Real.sq_sqrt (by positivity)
  rw [mul_pow, hκ, splitting_sq]
  linear_combination (k.1 ^ 2 + k.2 ^ 2) * (sq_abs α + sq_abs β)
    + 4 * k.1 * k.2 * hp - 2 * (|α| * |β|) * k.2 ^ 2 * hs
```

Next, complete the square in $\kappa$:

$$E_-+\frac{mA^2}{2}=\frac{(\kappa-mA)^2}{2m}+(A\kappa-S).$$

For $m>0$ both terms on the right are nonnegative, so $E_-\ge-mA^2/2$. In Lean, `field_simp` and `ring` check the identity once $k^2$ has been written as $\kappa^2$.

```lean
/-- Completing the square in the wavenumber, for `m ≠ 0`: the energy measured from
`-m (|α| + |β|)²/2` is a radial square plus the deficit of the splitting. -/
theorem energy_above_minimum {m : ℝ} (hm : m ≠ 0) (α β : ℝ) (k : ℝ × ℝ) :
    lowerBranch m α β k + m * (|α| + |β|) ^ 2 / 2 =
      (wavenumber k - m * (|α| + |β|)) ^ 2 / (2 * m)
        + ((|α| + |β|) * wavenumber k - splitting α β k) := by
  have hκ : wavenumber k ^ 2 = k.1 ^ 2 + k.2 ^ 2 := Real.sq_sqrt (by positivity)
  unfold lowerBranch
  rw [← hκ]
  field_simp
  ring
```

**Q:** When is the bound reached?

**A:** When both terms vanish. The first gives $\kappa=mA$ and the second gives $k_x=s\,k_y$. Then $2k_y^2=m^2A^2$, so

$$(k_x,k_y)=\pm\frac{mA}{\sqrt2}\,(s,1).$$

Conversely, both terms vanish at these two points.

**Q:** Does the theorem say all of that?

**A:** Yes. For `0 < m`, `α ≠ 0` and `β ≠ 0`, `two_valleys` has four parts:

- the energy is at least $-mA^2/2$ at every wavevector;
- it equals that value if and only if `k` is `valley m α β` or its negative;
- those two points are different;
- `valley m α β` lies on the line $k_x=s\,k_y$ (from which it follows at once that its negative does too).

The proof first obtains $S\le A\kappa$ from `splitting_gap`, using `sq_le_sq₀` to compare nonnegative numbers through their squares. It then checks the energy at the valley. For the converse, `linarith` makes each nonnegative term zero, and `eq_or_eq_neg_of_sq_eq_sq` turns the equation for $k_y^2$ into the two signs. The opposite point has the same energy because $E_-$ is even in $\mathbf k$. The points differ because $k_y$ is positive at one and negative at the other.

```lean
/-- For `m > 0` and nonzero couplings the lower branch has minimum `-m (|α| + |β|)²/2`, attained
exactly at the two distinct wavevectors `valley m α β` and `-valley m α β`, the first of which is
stated to lie on the line `kx = sign(αβ) ky`. -/
theorem two_valleys {m α β : ℝ} (hm : 0 < m) (hα : α ≠ 0) (hβ : β ≠ 0) :
    (∀ k, -(m * (|α| + |β|) ^ 2 / 2) ≤ lowerBranch m α β k) ∧
    (∀ k, lowerBranch m α β k = -(m * (|α| + |β|) ^ 2 / 2) ↔
      k = valley m α β ∨ k = -valley m α β) ∧
    valley m α β ≠ -valley m α β ∧
    (valley m α β).1 = Real.sign (α * β) * (valley m α β).2 := by
  have ha := abs_pos.2 hα
  have hb := abs_pos.2 hβ
  have hs := (sign_facts hα hβ).1
  have hK : 0 < m * (|α| + |β|) := by positivity
  have hS0 : ∀ k, 0 ≤ splitting α β k := fun k => Real.sqrt_nonneg _
  have hκ0 : ∀ k, 0 ≤ wavenumber k := fun k => Real.sqrt_nonneg _
  have hA0 : ∀ k, 0 ≤ (|α| + |β|) * wavenumber k :=
    fun k => mul_nonneg (by positivity) (hκ0 k)
  have hS : ∀ k, splitting α β k ≤ (|α| + |β|) * wavenumber k := fun k => by
    have h := splitting_gap hα hβ k
    have h' : 0 ≤ 2 * (|α| * |β|) * (k.1 - Real.sign (α * β) * k.2) ^ 2 := by positivity
    exact (sq_le_sq₀ (hS0 k) (hA0 k)).1 (by linarith)
  have hsq : ∀ k, 0 ≤ (wavenumber k - m * (|α| + |β|)) ^ 2 / (2 * m) :=
    fun k => by positivity
  have hline : (valley m α β).1 = Real.sign (α * β) * (valley m α β).2 := by
    simp only [valley]
    ring
  -- at the valley both nonnegative terms vanish
  have hmin : lowerBranch m α β (valley m α β) = -(m * (|α| + |β|) ^ 2 / 2) := by
    have hn : (valley m α β).1 ^ 2 + (valley m α β).2 ^ 2 = (m * (|α| + |β|)) ^ 2 := by
      rw [hline, mul_pow (Real.sign (α * β)), hs]
      simp only [valley]
      rw [div_pow, Real.sq_sqrt (by norm_num : (0 : ℝ) ≤ 2)]
      ring
    have hκ : wavenumber (valley m α β) = m * (|α| + |β|) := by
      rw [wavenumber, hn, Real.sqrt_sq hK.le]
    have g := splitting_gap hα hβ (valley m α β)
    rw [hline] at g
    have hle := (sq_le_sq₀ (hA0 (valley m α β)) (hS0 (valley m α β))).1 (by linarith)
    have z : (wavenumber (valley m α β) - m * (|α| + |β|)) ^ 2 / (2 * m) = 0 := by
      rw [hκ]
      simp
    linarith [energy_above_minimum hm.ne' α β (valley m α β), hS (valley m α β)]
  refine ⟨fun k => ?_, fun k => ⟨fun h => ?_, ?_⟩, fun h => ?_, hline⟩
  · linarith [energy_above_minimum hm.ne' α β k, hS k, hsq k]
  · -- conversely, their vanishing fixes the length and the line
    have e := energy_above_minimum hm.ne' α β k
    have h0 : (wavenumber k - m * (|α| + |β|)) ^ 2 / (2 * m) = 0 := by
      linarith [hS k, hsq k]
    have h1 : splitting α β k = (|α| + |β|) * wavenumber k := by linarith [hS k, hsq k]
    have h2 : wavenumber k = m * (|α| + |β|) :=
      sub_eq_zero.1 (pow_eq_zero_iff two_ne_zero |>.1
        ((div_eq_zero_iff.1 h0).resolve_right (by positivity)))
    have g := splitting_gap hα hβ k
    rw [h1, sub_self] at g
    have h3 : k.1 = Real.sign (α * β) * k.2 :=
      sub_eq_zero.1 (pow_eq_zero_iff two_ne_zero |>.1
        ((mul_eq_zero.1 g.symm).resolve_left (by positivity)))
    have hκ : wavenumber k ^ 2 = k.1 ^ 2 + k.2 ^ 2 := Real.sq_sqrt (by positivity)
    rw [h2, h3, mul_pow (Real.sign (α * β)), hs] at hκ
    have h4 : k.2 ^ 2 = (m * (|α| + |β|) / √2) ^ 2 := by
      rw [div_pow, Real.sq_sqrt (by norm_num : (0 : ℝ) ≤ 2)]
      linarith
    rcases eq_or_eq_neg_of_sq_eq_sq _ _ h4 with h5 | h5
    · refine Or.inl (Prod.ext ?_ h5)
      rw [h3, h5]
      simp only [valley]
      ring
    · refine Or.inr (Prod.ext ?_ h5)
      rw [h3, h5]
      simp only [valley, Prod.fst_neg]
      ring
  · rintro (rfl | rfl)
    · exact hmin
    · rw [← hmin]
      simp [lowerBranch, splitting]
  · have h2 := congrArg Prod.snd h
    simp only [valley, Prod.snd_neg] at h2
    have h3 : 0 < m * (|α| + |β|) / √2 := div_pos hK (by positivity)
    linarith
```

**Q:** What separates this from the electron in my quantum well?

**A:** The step from the well to $H$: a single electron with a parabolic band and spin-orbit terms only linear in $\mathbf k$. Cubic Dresselhaus terms, for instance, would change the band. The theorem also locates the minima without giving the effective masses there. Within this non-interacting, linear-coupling model, the states filled first at low density and zero temperature lie around these two minima.

**Q:** Would one nonzero coupling be enough for two isolated minima?

**A:** No. Set $\beta=0$. Then $S=|\alpha|\kappa$, the second term in the energy identity vanishes everywhere, and only

$$E_-+\frac{m\alpha^2}{2}=\frac{(\kappa-m|\alpha|)^2}{2m}$$

remains. The minimum $-m\alpha^2/2$ is attained on the whole circle $\kappa=m|\alpha|$, which shrinks to the origin if $\alpha$ is zero too. The last theorem proves this by substituting $\beta=0$ into `energy_above_minimum`. A nonzero $\alpha$ alone therefore selects a wavenumber but no direction. The same holds for a nonzero $\beta$ alone: with $\alpha=0$ one has $S=|\beta|\kappa$, and the same argument gives the circle $\kappa=m|\beta|$. The Lean theorem covers only $\beta=0$.

```lean
/-- With `β = 0` and `m > 0` the lower branch has minimum `-m α²/2`, attained exactly on the circle
`wavenumber k = m |α|` (a single point if `α = 0`). -/
theorem ring_of_minima {m : ℝ} (hm : 0 < m) (α : ℝ) (k : ℝ × ℝ) :
    -(m * α ^ 2 / 2) ≤ lowerBranch m α 0 k ∧
    (lowerBranch m α 0 k = -(m * α ^ 2 / 2) ↔ wavenumber k = m * |α|) := by
  have hS : splitting α 0 k = |α| * wavenumber k := by
    unfold splitting wavenumber
    rw [← Real.sqrt_sq_eq_abs, ← Real.sqrt_mul (sq_nonneg α)]
    congr 1
    ring
  have e := energy_above_minimum hm.ne' α 0 k
  simp only [hS, abs_zero, add_zero, sub_self, sq_abs] at e
  have hn : 0 ≤ (wavenumber k - m * |α|) ^ 2 / (2 * m) := by positivity
  refine ⟨by linarith, fun h => ?_, fun h => ?_⟩
  · have h0 : (wavenumber k - m * |α|) ^ 2 / (2 * m) = 0 := by linarith
    exact sub_eq_zero.1 (pow_eq_zero_iff two_ne_zero |>.1
      ((div_eq_zero_iff.1 h0).resolve_right (by positivity)))
  · have h0 : (wavenumber k - m * |α|) ^ 2 / (2 * m) = 0 := by simp [h]
    linarith

end

end SpinOrbitValleys
```

```lean
#print axioms SpinOrbitValleys.secular_determinant
#print axioms SpinOrbitValleys.two_valleys
#print axioms SpinOrbitValleys.ring_of_minima
```

```
'SpinOrbitValleys.secular_determinant' depends on axioms: [propext, Classical.choice, Quot.sound]
'SpinOrbitValleys.two_valleys' depends on axioms: [propext, Classical.choice, Quot.sound]
'SpinOrbitValleys.ring_of_minima' depends on axioms: [propext, Classical.choice, Quot.sound]
```
